# Ideal-gas partition functions on finitely many levels: Fermi ≤ Boltzmann with 1/N! ≤ Bose

Put two identical non-interacting particles in two levels, each a single quantum state with its spin included, with Boltzmann factors $a$ and $b$. For bosons I get $a^2+ab+b^2$, for fermions $ab$, and the classical recipe with its $1/2!$ gives $(a+b)^2/2=\tfrac12a^2+ab+\tfrac12b^2$. So the classical value lies in between, because it counts each doubly occupied state as half a state. Does this survive for more particles and an arbitrary finite set of levels, or can the errors of the $1/N!$ correction change sign?

## Classical counting gives each occupation state the weight 1/∏ nᵢ!

It survives, and your half is the general mechanism. Let level $i$ have energy $\varepsilon_i$ and factor $x_i=e^{-\beta\varepsilon_i}$, where $\beta$ is the inverse temperature. An $N$-particle state is a list of occupation numbers $n_i$ with $\sum_i n_i=N$, and its Boltzmann factor is

$$x^n:=\prod_i x_i^{n_i}=e^{-\beta\sum_i n_i\varepsilon_i}.$$

The boson function $Z_B$ sums $x^n$ over all these states. The fermion function $Z_F$ sums it only over those with every $n_i\le1$. The classical function $Z_{cl}$ sums over placements $f$ of labelled particles $k=1,\dots,N$ in levels and divides by $N!$:

$$Z_{cl}=\frac1{N!}\sum_f\prod_k x_{f(k)}=\frac{(\sum_i x_i)^N}{N!}.$$

Exactly $N!/\prod_i n_i!$ placements lead to the same occupation numbers, so

$$Z_{cl}=\sum_n\frac{x^n}{\prod_i n_i!}.$$

Now compare state by state. If every $n_i\le1$, the factorials are all 1 and the three contributions agree. Otherwise the Fermi contribution is 0, the classical one is $x^n/\prod_i n_i!\ge0$, and the Bose one is $x^n$, which is at least as large. Summing over $n$ gives $Z_F\le Z_{cl}\le Z_B$.

For $N\ge2$ and some $x_i>0$, put all particles in level $i$. The three contributions are $0<x_i^N/N!<x_i^N$, so both inequalities are strict. For $N\le1$ no level is multiply occupied, and all three functions coincide.

For non-interacting particles on finitely many levels, this settles the direction in which the $1/N!$ correction errs in the canonical partition function when $N\ge2$: the classical value is too high for fermions and too low for bosons.

In the Lean file, `ι` is the finite set of single-particle states; a degenerate energy appears once for each of its states, spin included. The factors `x i` are arbitrary reals, assumed nonnegative by `hx` in the inequalities. `bosonZ` is the complete homogeneous sum $h_N$, `fermionZ` is shown to equal the elementary symmetric sum $e_N$, and `boltzmannZ` is the labelled sum over `Fin N → ι` divided by $N!$.

The main theorem, `fermion_le_boltzmann_le_boson`, holds for every $N$. `canonical_order` states the strict version with total energies, for $N\ge2$, at least one level and any real `β`, negative values included.

The occupation states are taken as the definition of the two quantum statistics; that these sums are traces over symmetric and antisymmetric wavefunctions is the step left to the reader. Interactions and infinite spectra, such as that of a particle in a box, are excluded.

```lean
import Mathlib

open Finset
open scoped Nat

namespace QuantumStatisticsCounting

noncomputable section

/-- The occupation-number states of `N` particles on the levels `ι`. -/
def occupations (ι : Type*) [Fintype ι] [DecidableEq ι] (N : ℕ) : Finset (ι → ℕ) :=
  Finset.piAntidiag Finset.univ N

variable {ι : Type*} [Fintype ι] [DecidableEq ι]

/-- Ideal-boson partition function: every occupation state of `N` particles counts once,
with weight the product of the level factors `x i`. -/
def bosonZ (x : ι → ℝ) (N : ℕ) : ℝ :=
  ∑ n ∈ occupations ι N, ∏ i, x i ^ n i

/-- Ideal-fermion partition function: only states with at most one particle in each level
are counted. -/
def fermionZ (x : ι → ℝ) (N : ℕ) : ℝ :=
  ∑ n ∈ (occupations ι N).filter (fun n => ∀ i, n i ≤ 1), ∏ i, x i ^ n i

/-- Gibbs-corrected Boltzmann partition function: the sum over all placements of `N` labelled
particles in the levels, divided by `N!`. -/
def boltzmannZ (x : ι → ℝ) (N : ℕ) : ℝ :=
  (∑ f : Fin N → ι, ∏ k, x (f k)) / (N ! : ℝ)

/-- A family of occupation numbers is an `N`-particle state exactly when it sums to `N`. -/
theorem mem_occupations {N : ℕ} {n : ι → ℕ} : n ∈ occupations ι N ↔ ∑ i, n i = N := by
  simp [occupations]

/-- The fermion partition function is the elementary symmetric sum: one term for each set of
`N` distinct levels. -/
theorem fermionZ_eq_esymm (x : ι → ℝ) (N : ℕ) :
    fermionZ x N = ∑ s ∈ Finset.powersetCard N (Finset.univ : Finset ι), ∏ i ∈ s, x i := by
  unfold fermionZ
  -- a Pauli-allowed state corresponds to its set of occupied levels
  refine Finset.sum_bij' (fun n _ => Finset.univ.filter (fun i => n i = 1))
    (fun s _ => fun i => if i ∈ s then 1 else 0) ?_ ?_ ?_ ?_ ?_
  · intro n hn
    obtain ⟨hN, hp⟩ := Finset.mem_filter.mp hn
    rw [Finset.mem_powersetCard]
    refine ⟨Finset.subset_univ _, ?_⟩
    rw [Finset.card_filter, ← mem_occupations.mp hN]
    refine Finset.sum_congr rfl fun i _ => ?_
    rcases Nat.le_one_iff_eq_zero_or_eq_one.mp (hp i) with h | h <;> simp [h]
  · intro s hs
    have hc := (Finset.mem_powersetCard.mp hs).2
    refine Finset.mem_filter.mpr ⟨mem_occupations.mpr (by simp [hc]), fun i => ?_⟩
    dsimp only
    split_ifs <;> omega
  · intro n hn
    have hp := (Finset.mem_filter.mp hn).2
    funext i
    rcases Nat.le_one_iff_eq_zero_or_eq_one.mp (hp i) with h | h <;> simp [h]
  · intro s _
    ext i
    simp
  · intro n hn
    have hp := (Finset.mem_filter.mp hn).2
    rw [Finset.prod_filter]
    refine Finset.prod_congr rfl fun i _ => ?_
    rcases Nat.le_one_iff_eq_zero_or_eq_one.mp (hp i) with h | h <;> simp [h]

omit [DecidableEq ι] in
/-- The corrected Boltzmann partition function is the `N`-th power of the one-particle
partition function, divided by `N!`. -/
theorem boltzmannZ_eq (x : ι → ℝ) (N : ℕ) :
    boltzmannZ x N = (∑ i, x i) ^ N / (N ! : ℝ) := by
  rw [boltzmannZ, Fintype.sum_pow]

/-- In occupation-number form, corrected Boltzmann counting gives each state the weight
`1 / ∏ (n i)!` relative to Bose counting. -/
theorem boltzmannZ_eq_sum_occupations (x : ι → ℝ) (N : ℕ) :
    boltzmannZ x N =
      ∑ n ∈ occupations ι N, (∏ i, x i ^ n i) / ∏ i, ((n i)! : ℝ) := by
  rw [boltzmannZ_eq, Finset.sum_pow_eq_sum_piAntidiag, Finset.sum_div]
  refine Finset.sum_congr rfl fun n hn => ?_
  have hs : ∑ i, n i = N := mem_occupations.mp hn
  -- the multinomial coefficient counts the labelled placements behind one state
  have h : (∏ i, ((n i)! : ℝ)) * (Nat.multinomial Finset.univ n : ℝ) = (N ! : ℝ) := by
    rw [← hs]
    exact_mod_cast Nat.multinomial_spec Finset.univ n
  have hF : (∏ i, ((n i)! : ℝ)) ≠ 0 :=
    Finset.prod_ne_zero_iff.mpr fun i _ => Nat.cast_ne_zero.mpr (Nat.factorial_ne_zero _)
  have hN : (N ! : ℝ) ≠ 0 := Nat.cast_ne_zero.mpr (Nat.factorial_ne_zero _)
  rw [div_eq_div_iff hN hF, ← h]
  ring

omit [DecidableEq ι] in
/-- State by state, for nonnegative level factors, the Fermi contribution is at most the
corrected Boltzmann one, which is at most the Bose one. -/
theorem state_weight_order (x : ι → ℝ) (hx : ∀ i, 0 ≤ x i) (n : ι → ℕ) :
    (if ∀ i, n i ≤ 1 then ∏ i, x i ^ n i else 0) ≤
        (∏ i, x i ^ n i) / ∏ i, ((n i)! : ℝ) ∧
      (∏ i, x i ^ n i) / ∏ i, ((n i)! : ℝ) ≤ ∏ i, x i ^ n i := by
  have hP : 0 ≤ ∏ i, x i ^ n i := Finset.prod_nonneg fun i _ => pow_nonneg (hx i) (n i)
  have hF : (1 : ℝ) ≤ ∏ i, ((n i)! : ℝ) := by
    have h : 1 ≤ ∏ i, (n i)! :=
      Nat.succ_le_of_lt (Finset.prod_pos fun i _ => Nat.factorial_pos (n i))
    exact_mod_cast h
  refine ⟨?_, div_le_self hP hF⟩
  split_ifs with h
  · have h1 : ∏ i, ((n i)! : ℝ) = 1 := Finset.prod_eq_one fun i _ => by
      rw [Nat.factorial_eq_one.mpr (h i), Nat.cast_one]
    rw [h1, div_one]
  · exact div_nonneg hP (by linarith)

/-- For nonnegative level factors and any particle number, the fermion partition function is at most
the corrected Boltzmann value, which is at most the boson partition function. -/
theorem fermion_le_boltzmann_le_boson (x : ι → ℝ) (hx : ∀ i, 0 ≤ x i) (N : ℕ) :
    fermionZ x N ≤ (∑ i, x i) ^ N / (N ! : ℝ) ∧
      (∑ i, x i) ^ N / (N ! : ℝ) ≤ bosonZ x N := by
  rw [← boltzmannZ_eq, boltzmannZ_eq_sum_occupations, fermionZ, bosonZ, Finset.sum_filter]
  exact ⟨Finset.sum_le_sum fun n _ => (state_weight_order x hx n).1,
    Finset.sum_le_sum fun n _ => (state_weight_order x hx n).2⟩

/-- With at least two particles, nonnegative level factors and at least one positive factor,
both inequalities are strict. -/
theorem fermion_lt_boltzmann_lt_boson (x : ι → ℝ) (hx : ∀ i, 0 ≤ x i) {N : ℕ} (hN : 2 ≤ N)
    (hpos : ∃ i, 0 < x i) :
    fermionZ x N < (∑ i, x i) ^ N / (N ! : ℝ) ∧
      (∑ i, x i) ^ N / (N ! : ℝ) < bosonZ x N := by
  obtain ⟨i, hi⟩ := hpos
  -- the state with all particles in level `i` separates the three countings
  let c : ι → ℕ := fun j => if j = i then N else 0
  have hc : c ∈ occupations ι N := mem_occupations.mpr (by simp [c])
  have hP : ∏ j, x j ^ c j = x i ^ N := by
    rw [Finset.prod_eq_single i (fun j _ hj => by simp [c, hj]) (by simp)]
    simp [c]
  have hF : ∏ j, ((c j)! : ℝ) = (N ! : ℝ) := by
    rw [Finset.prod_eq_single i (fun j _ hj => by simp [c, hj]) (by simp)]
    simp [c]
  have hfac : (1 : ℝ) < (N ! : ℝ) := by
    exact_mod_cast Nat.one_lt_factorial.mpr (by omega : 1 < N)
  have hnot : ¬ ∀ j, c j ≤ 1 := fun h => by
    have h1 : N ≤ 1 := by simpa [c] using h i
    omega
  rw [← boltzmannZ_eq, boltzmannZ_eq_sum_occupations, fermionZ, bosonZ, Finset.sum_filter]
  constructor
  · refine Finset.sum_lt_sum (fun n _ => (state_weight_order x hx n).1) ⟨c, hc, ?_⟩
    rw [if_neg hnot, hP, hF]
    positivity
  · refine Finset.sum_lt_sum (fun n _ => (state_weight_order x hx n).2) ⟨c, hc, ?_⟩
    rw [hP, hF]
    exact div_lt_self (pow_pos hi N) hfac

/-- With at most one particle the three partition functions coincide. -/
theorem statistics_agree_of_le_one (x : ι → ℝ) {N : ℕ} (hN : N ≤ 1) :
    fermionZ x N = boltzmannZ x N ∧ boltzmannZ x N = bosonZ x N := by
  have hp : ∀ n ∈ occupations ι N, ∀ i, n i ≤ 1 := fun n hn i => by
    have h1 : n i ≤ ∑ j, n j :=
      Finset.single_le_sum (fun j _ => Nat.zero_le (n j)) (Finset.mem_univ i)
    have h2 := mem_occupations.mp hn
    omega
  have hfb : fermionZ x N = bosonZ x N := by
    rw [fermionZ, bosonZ, Finset.filter_true_of_mem hp]
  have hb : boltzmannZ x N = bosonZ x N := by
    rw [boltzmannZ_eq_sum_occupations, bosonZ]
    refine Finset.sum_congr rfl fun n hn => ?_
    have h1 : ∏ i, ((n i)! : ℝ) = 1 := Finset.prod_eq_one fun i _ => by
      rw [Nat.factorial_eq_one.mpr (hp n hn i), Nat.cast_one]
    rw [h1, div_one]
  exact ⟨hfb.trans hb.symm, hb⟩

/-- For two or more particles on a nonempty finite set of levels with energies `ε i`, the
canonical sums over total energies obey the strict order Fermi, corrected Boltzmann, Bose. -/
theorem canonical_order [Nonempty ι] (ε : ι → ℝ) (β : ℝ) {N : ℕ} (hN : 2 ≤ N) :
    ∑ n ∈ (occupations ι N).filter (fun n => ∀ i, n i ≤ 1),
        Real.exp (-β * ∑ i, (n i : ℝ) * ε i) < (∑ i, Real.exp (-β * ε i)) ^ N / (N ! : ℝ) ∧
      (∑ i, Real.exp (-β * ε i)) ^ N / (N ! : ℝ) <
        ∑ n ∈ occupations ι N, Real.exp (-β * ∑ i, (n i : ℝ) * ε i) := by
  -- the product of level factors is the Boltzmann factor of the total energy
  have key : ∀ n : ι → ℕ, ∏ i, Real.exp (-β * ε i) ^ n i =
      Real.exp (-β * ∑ i, (n i : ℝ) * ε i) := fun n => by
    rw [Finset.mul_sum, Real.exp_sum]
    refine Finset.prod_congr rfl fun i _ => ?_
    rw [← Real.exp_nat_mul]
    congr 1
    ring
  have h := fermion_lt_boltzmann_lt_boson (fun i => Real.exp (-β * ε i))
    (fun i => (Real.exp_pos _).le) hN ⟨Classical.arbitrary ι, Real.exp_pos _⟩
  simpa only [fermionZ, bosonZ, key] using h

end

end QuantumStatisticsCounting
```

```lean
#print axioms QuantumStatisticsCounting.fermionZ_eq_esymm
#print axioms QuantumStatisticsCounting.fermion_le_boltzmann_le_boson
#print axioms QuantumStatisticsCounting.statistics_agree_of_le_one
#print axioms QuantumStatisticsCounting.canonical_order
```

```
'QuantumStatisticsCounting.fermionZ_eq_esymm' depends on axioms: [propext, Classical.choice, Quot.sound]
'QuantumStatisticsCounting.fermion_le_boltzmann_le_boson' depends on axioms: [propext, Classical.choice, Quot.sound]
'QuantumStatisticsCounting.statistics_agree_of_le_one' depends on axioms: [propext, Classical.choice, Quot.sound]
'QuantumStatisticsCounting.canonical_order' depends on axioms: [propext, Classical.choice, Quot.sound]
```

`mem_occupations` identifies the states by their total particle number. `fermionZ_eq_esymm` pairs each Pauli-allowed state with its set of occupied levels; `Finset.sum_bij'` takes the maps in both directions and checks that they are inverse and preserve the summand.

`boltzmannZ_eq` expands the power into labelled placements. `boltzmannZ_eq_sum_occupations` then applies the multinomial theorem, and `Nat.multinomial_spec` supplies the count $N!/\prod_i n_i!$.

The state-by-state comparison is `state_weight_order`, where `split_ifs` separates allowed from forbidden states. In the main theorem, `Finset.sum_filter` rewrites the fermion sum as a sum over all states with zeros for the forbidden ones, so that `Finset.sum_le_sum` can compare term by term.

`fermion_lt_boltzmann_lt_boson` builds the state `c` with all particles in one level and feeds its strict inequalities to `Finset.sum_lt_sum`. `statistics_agree_of_le_one` shows that with at most one particle the Pauli restriction removes nothing and every factorial is 1. Finally, `canonical_order` inserts the exponentials; its step `key` turns the product of level factors into the Boltzmann factor of the total energy.
